# Energy and momentum of the one-dimensional grey soliton in closed form

A grey soliton is a travelling density dip in a uniform condensate with repulsive interaction. Take units where $\hbar$, the particle mass and the speed of sound $c$ are 1, and divide the field by the square root of the background density $n_0$, so that the scaled background density is 1. The limit at rest is then $\psi(x)=\tanh x$. Its slope is $1-\tanh^2x$, and its density $\tanh^2x$ falls short of the background value 1 by the same amount. The energy density relative to the background at fixed chemical potential, $|\psi'|^2/2+(|\psi|^2-1)^2/2$, is therefore $(1-\tanh^2x)^2$, the derivative of $\tanh x-\tfrac13\tanh^3x$. This primitive runs from $-\tfrac23$ to $\tfrac23$, so the energy is $\tfrac43$, in units of $\hbar cn_0$.

## The moving soliton

The units stay the same, and momentum is in units of $\hbar n_0$. For a subsonic velocity, $|v|<1$, let $b=\sqrt{1-v^2}$, $T=\tanh(b(x-vt))$ and $\psi=iv+bT$. Then $\psi\to iv\pm b$ as $x\to\pm\infty$, both with unit density, and

$$E=\int\Big(\tfrac12|\psi'|^2+\tfrac12(|\psi|^2-1)^2\Big)dx=\tfrac43b^3 .$$

For $0<v<1$ the renormalised momentum, which subtracts the background density times the phase gradient, is

$$P=\int\mathrm{Im}(\psi^*\psi')\Big(1-\frac1{|\psi|^2}\Big)dx=2\arccos v-2vb ,$$

with $dP/dv=-4b$ and $dE/dv=v\,dP/dv$. Hence $dE/dP=v$, as for a particle in Hamiltonian mechanics. The effective mass $dP/dv$ is negative, so the soliton loses energy as it speeds up.

## Checking a Gross–Pitaevskii solver

For a one-dimensional mean-field code with a uniform background, $E$ and $P$ are reference values for the quadrature. The two energy terms also agree at every point, which tests the derivative stencil locally. The field $\psi$ above doesn't fit a periodic grid as it stands, because its end values differ by $2b$.

For $v=\tfrac35$, $b=\tfrac45$ and the end values are $\pm0.8+0.6i$. The energy is $\tfrac43\cdot\tfrac{64}{125}=\tfrac{256}{375}\approx0.6827$, and the momentum is $2\arccos0.6-0.96\approx0.8946$.

## From the kink to the integrals

Since $T'=b(1-T^2)$,

$$\psi'=b^2(1-T^2),\qquad |\psi|^2=v^2+b^2T^2=1-b^2(1-T^2).$$

Both energy terms equal $\tfrac12b^4(1-T^2)^2$. Their sum is the derivative of $b^3(T-T^3/3)$, and $T$ runs from $-1$ to $1$, which gives $\tfrac43b^3$.

For the momentum, $\mathrm{Im}(\psi^*\psi')=-vb^2(1-T^2)$ and $1-1/|\psi|^2=-b^2(1-T^2)/|\psi|^2$. The density is their product,

$$\frac{vb^4(1-T^2)^2}{v^2+b^2T^2}=\frac{d}{dx}\Big[\arctan\frac{bT}{v}-vbT\Big].$$

Indeed, the right side is $vb^2(1-T^2)\,(1/|\psi|^2-1)$. The limits give $2\arctan(b/v)-2vb$, and $\arctan(b/v)=\arccos v$ for $v>0$.

Finally, $db/dv=-v/b$ gives

$$\frac{dP}{dv}=-\frac2b-2b+\frac{2v^2}{b}=-4b,\qquad \frac{dE}{dv}=4b^2\Big(-\frac vb\Big)=-4vb .$$

## The Lean file

```lean
import Mathlib

open Filter Topology MeasureTheory ComplexConjugate

namespace GreySolitonEnergy

noncomputable section

/-- The amplitude `b = √(1 - v²)` of a soliton with velocity `v`, for `|v| ≤ 1`. -/
def depth (v : ℝ) : ℝ := √(1 - v ^ 2)

/-- The real kink `tanh (b (x - v t))`. -/
def profile (v t x : ℝ) : ℝ := Real.tanh (depth v * (x - v * t))

/-- The soliton field `i v + b tanh (b (x - v t))` at time `t`. -/
def soliton (v t x : ℝ) : ℂ := Complex.I * v + depth v * profile v t x

/-- Gradient plus interaction energy density of a field on a background of unit density. -/
def energyDensity (ψ : ℝ → ℂ) (x : ℝ) : ℝ :=
  ‖deriv ψ x‖ ^ 2 / 2 + (‖ψ x‖ ^ 2 - 1) ^ 2 / 2

/-- Renormalised momentum density `Im (ψ* ψ') (1 - 1/|ψ|²)`, for fields without zeros. -/
def momentumDensity (ψ : ℝ → ℂ) (x : ℝ) : ℝ :=
  (conj (ψ x) * deriv ψ x).im * (1 - 1 / ‖ψ x‖ ^ 2)

/-- For `|v| < 1` the amplitude is positive and satisfies `b² = 1 - v²`. -/
theorem depth_spec {v : ℝ} (hv : |v| < 1) : 0 < depth v ∧ depth v ^ 2 = 1 - v ^ 2 := by
  obtain ⟨h1, h2⟩ := abs_lt.mp hv
  have h : 0 < 1 - v ^ 2 := by
    nlinarith [mul_pos (sub_pos.2 h2) (by linarith : 0 < 1 + v)]
  exact ⟨Real.sqrt_pos.2 h, Real.sq_sqrt h.le⟩

/-- A nonnegative continuous density whose primitive has finite limits at both ends is
integrable, and its integral is the difference of the limits. -/
theorem integral_of_primitive {F f : ℝ → ℝ} {m n : ℝ} (hF : ∀ x, HasDerivAt F (f x) x)
    (hc : Continuous f) (h0 : ∀ x, 0 ≤ f x) (hm : Tendsto F atBot (𝓝 m))
    (hn : Tendsto F atTop (𝓝 n)) : Integrable f ∧ ∫ x, f x = n - m := by
  have hi : Integrable f := by
    refine integrable_of_intervalIntegral_norm_tendsto (n - m) (a := fun r : ℝ => -r)
      (b := fun r : ℝ => r) (fun r => hc.integrableOn_Icc.mono_set Set.Ioc_subset_Icc_self)
      tendsto_neg_atTop_atBot tendsto_id ?_
    refine (hn.sub (hm.comp tendsto_neg_atTop_atBot)).congr fun r => ?_
    show F r - F (-r) = ∫ x in (-r)..r, ‖f x‖
    have e : (fun x => ‖f x‖) = f := funext fun x => Real.norm_of_nonneg (h0 x)
    rw [e]
    exact (intervalIntegral.integral_eq_sub_of_hasDerivAt (fun x _ => hF x)
      (hc.intervalIntegrable _ _)).symm
  exact ⟨hi, integral_of_hasDerivAt_of_tendsto hF hi hm hn⟩

/-- The kink has slope `b (1 - tanh²)`. -/
theorem profile_hasDerivAt (v t x : ℝ) :
    HasDerivAt (profile v t) (depth v * (1 - profile v t x ^ 2)) x := by
  have ht : ∀ y, HasDerivAt Real.tanh (1 - Real.tanh y ^ 2) y := by
    intro y
    have hc := (Real.cosh_pos y).ne'
    have h := (Real.hasDerivAt_sinh y).fun_div (Real.hasDerivAt_cosh y) hc
    have e : Real.tanh = fun z => Real.sinh z / Real.cosh z :=
      funext Real.tanh_eq_sinh_div_cosh
    rw [e]
    refine h.congr_deriv ?_
    simp only [div_pow]
    rw [eq_sub_iff_add_eq, ← add_div, div_eq_one_iff_eq (pow_ne_zero 2 hc)]
    ring
  have h1 : HasDerivAt (fun y => depth v * (y - v * t)) (depth v * 1) x :=
    ((hasDerivAt_id' x).sub_const (v * t)).const_mul (depth v)
  have h2 : HasDerivAt (profile v t) _ x := (ht (depth v * (x - v * t))).comp x h1
  exact h2.congr_deriv (by simp only [profile]; ring)

/-- For `|v| < 1` the kink runs from `-1` on the far left to `1` on the far right. -/
theorem profile_tendsto {v : ℝ} (hv : |v| < 1) (t : ℝ) :
    Tendsto (profile v t) atBot (𝓝 (-1)) ∧ Tendsto (profile v t) atTop (𝓝 1) := by
  have hb := (depth_spec hv).1
  have top : Tendsto Real.tanh atTop (𝓝 1) := by
    have h1 : Tendsto (fun x : ℝ => Real.exp (2 * x) + 1) atTop atTop :=
      tendsto_atTop_add_const_right _ _
        (Real.tendsto_exp_atTop.comp (tendsto_id.const_mul_atTop two_pos))
    have h2 := (h1.const_div_atTop 2).const_sub 1
    rw [sub_zero] at h2
    refine h2.congr fun x => ?_
    have hx := Real.exp_pos x
    rw [Real.tanh_eq_sinh_div_cosh, Real.sinh_eq, Real.cosh_eq, Real.exp_neg, two_mul,
      Real.exp_add]
    field_simp
    ring
  have bot : Tendsto Real.tanh atBot (𝓝 (-1)) :=
    (top.comp tendsto_neg_atBot_atTop).neg.congr fun x => by
      simp only [Function.comp_apply, Real.tanh_neg, neg_neg]
  have l : Tendsto (fun y : ℝ => depth v * (y + -(v * t))) atBot atBot :=
    (tendsto_atBot_add_const_right _ _ tendsto_id).const_mul_atBot hb
  have r : Tendsto (fun y : ℝ => depth v * (y + -(v * t))) atTop atTop :=
    (tendsto_atTop_add_const_right _ _ tendsto_id).const_mul_atTop hb
  simp only [← sub_eq_add_neg] at l r
  exact ⟨bot.comp l, top.comp r⟩

/-- The soliton field tends to `i v - b` and `i v + b` at the two ends, and both end values
have unit density. -/
theorem soliton_tendsto {v : ℝ} (hv : |v| < 1) (t : ℝ) :
    Tendsto (soliton v t) atBot (𝓝 (Complex.I * v - depth v)) ∧
    Tendsto (soliton v t) atTop (𝓝 (Complex.I * v + depth v)) ∧
    ‖Complex.I * v - depth v‖ ^ 2 = 1 ∧ ‖Complex.I * v + depth v‖ ^ 2 = 1 := by
  have hb := (depth_spec hv).2
  have lim : ∀ (l : Filter ℝ) (c : ℝ), Tendsto (profile v t) l (𝓝 c) →
      Tendsto (soliton v t) l (𝓝 (Complex.I * v + depth v * (c : ℂ))) := fun l c h =>
    (((Complex.continuous_ofReal.tendsto c).comp h).const_mul (depth v : ℂ)).const_add _
  refine ⟨?_, ?_, ?_, ?_⟩
  · have h := lim _ _ (profile_tendsto hv t).1
    have e : Complex.I * v + depth v * ((-1 : ℝ) : ℂ) = Complex.I * v - depth v := by
      push_cast; ring
    rwa [e] at h
  · have h := lim _ _ (profile_tendsto hv t).2
    rwa [Complex.ofReal_one, mul_one] at h
  all_goals
    rw [← Complex.normSq_eq_norm_sq, Complex.normSq_apply]
    simp
    linear_combination hb

/-- Slope and density of the soliton field in terms of the kink. -/
theorem soliton_local (v t x : ℝ) :
    deriv (soliton v t) x = ((depth v ^ 2 * (1 - profile v t x ^ 2) : ℝ) : ℂ) ∧
    ‖soliton v t x‖ ^ 2 = v ^ 2 + depth v ^ 2 * profile v t x ^ 2 := by
  constructor
  · have h : HasDerivAt (soliton v t) _ x :=
      ((profile_hasDerivAt v t x).ofReal_comp.const_mul (depth v : ℂ)).const_add
        (Complex.I * v)
    rw [h.deriv]
    push_cast
    ring
  · rw [← Complex.normSq_eq_norm_sq, Complex.normSq_apply]
    simp [soliton]
    ring

/-- Gradient and interaction energy densities of the soliton are equal at every point. -/
theorem equipartition {v : ℝ} (hv : |v| < 1) (t x : ℝ) :
    ‖deriv (soliton v t) x‖ ^ 2 / 2 = (‖soliton v t x‖ ^ 2 - 1) ^ 2 / 2 := by
  have e : v ^ 2 = 1 - depth v ^ 2 := by linarith [(depth_spec hv).2]
  rw [(soliton_local v t x).1, (soliton_local v t x).2, Complex.norm_real,
    Real.norm_eq_abs, sq_abs, e]
  ring

/-- The soliton has an integrable energy density, and its energy is `(4/3) b³`. -/
theorem soliton_energy {v : ℝ} (hv : |v| < 1) (t : ℝ) :
    Integrable (energyDensity (soliton v t)) ∧
    ∫ x, energyDensity (soliton v t) x = 4 / 3 * depth v ^ 3 := by
  have e : v ^ 2 = 1 - depth v ^ 2 := by linarith [(depth_spec hv).2]
  have hd : energyDensity (soliton v t) =
      fun x => depth v ^ 4 * (1 - profile v t x ^ 2) ^ 2 := by
    funext x
    rw [energyDensity, equipartition hv, (soliton_local v t x).2, e]
    ring
  have hc : Continuous (profile v t) :=
    continuous_iff_continuousAt.2 fun x => (profile_hasDerivAt v t x).continuousAt
  -- the primitive is `b³ (T - T³/3)`
  have hF : ∀ x, HasDerivAt (fun y => depth v ^ 3 * (profile v t y -
      profile v t y * profile v t y * profile v t y / 3))
      (depth v ^ 4 * (1 - profile v t x ^ 2) ^ 2) x := fun x => by
    have h := profile_hasDerivAt v t x
    exact ((h.fun_sub (((h.fun_mul h).fun_mul h).div_const 3)).const_mul
      (depth v ^ 3)).congr_deriv (by ring)
  obtain ⟨l, r⟩ := profile_tendsto hv t
  have key := integral_of_primitive hF
    (continuous_const.mul ((continuous_const.sub (hc.pow 2)).pow 2))
    (fun x => by positivity)
    ((l.sub (((l.mul l).mul l).div_const 3)).const_mul (depth v ^ 3))
    ((r.sub (((r.mul r).mul r).div_const 3)).const_mul (depth v ^ 3))
  rw [hd]
  exact ⟨key.1, key.2.trans (by ring)⟩

/-- For `0 < v < 1` the renormalised momentum density is integrable, and the momentum is
`2 arccos v - 2 v b`. -/
theorem soliton_momentum {v : ℝ} (h0 : 0 < v) (h1 : v < 1) (t : ℝ) :
    Integrable (momentumDensity (soliton v t)) ∧
    ∫ x, momentumDensity (soliton v t) x = 2 * Real.arccos v - 2 * (v * depth v) := by
  have hv : |v| < 1 := abs_lt.2 ⟨by linarith, h1⟩
  have hb := (depth_spec hv).2
  have hn : ∀ x, v ^ 2 + depth v ^ 2 * profile v t x ^ 2 ≠ 0 := fun x => by positivity
  have hd : momentumDensity (soliton v t) = fun x => v * (depth v ^ 4 *
      (1 - profile v t x ^ 2) ^ 2) / (v ^ 2 + depth v ^ 2 * profile v t x ^ 2) := by
    funext x
    have him : ∀ r : ℝ, (conj (soliton v t x) * (r : ℂ)).im = -(v * r) := fun r => by
      simp [soliton]
    have hq : 1 - 1 / (v ^ 2 + depth v ^ 2 * profile v t x ^ 2) =
        -(depth v ^ 2 * (1 - profile v t x ^ 2)) /
          (v ^ 2 + depth v ^ 2 * profile v t x ^ 2) := by
      rw [eq_div_iff (hn x), sub_mul, div_mul_cancel₀ _ (hn x)]
      linear_combination hb
    rw [momentumDensity, (soliton_local v t x).1, (soliton_local v t x).2, him, hq]
    ring
  have hc : Continuous (profile v t) :=
    continuous_iff_continuousAt.2 fun x => (profile_hasDerivAt v t x).continuousAt
  -- the primitive is `arctan (b T / v) - v b T`
  have hF : ∀ x, HasDerivAt (fun y => Real.arctan (depth v * profile v t y / v) -
      v * depth v * profile v t y) (v * (depth v ^ 4 * (1 - profile v t x ^ 2) ^ 2) /
        (v ^ 2 + depth v ^ 2 * profile v t x ^ 2)) x := fun x => by
    have h := profile_hasDerivAt v t x
    refine ((((h.const_mul (depth v)).div_const v).arctan).fun_sub
      (h.const_mul (v * depth v))).congr_deriv ?_
    have e1 : 1 + (depth v * profile v t x / v) ^ 2 =
        (v ^ 2 + depth v ^ 2 * profile v t x ^ 2) / v ^ 2 := by
      rw [div_pow, mul_pow, add_div, div_self (pow_ne_zero 2 h0.ne')]
    have e2 : ∀ n s : ℝ, n ≠ 0 → 1 / (n / v ^ 2) * (s / v) = v * s / n := by
      intro n s hn
      field_simp
    rw [e1, e2 _ _ (hn x), eq_div_iff (hn x), sub_mul, div_mul_cancel₀ _ (hn x)]
    linear_combination (-(v * depth v ^ 2 * (1 - profile v t x ^ 2))) * hb
  obtain ⟨l, r⟩ := profile_tendsto hv t
  have key := integral_of_primitive hF
    ((continuous_const.mul (continuous_const.mul ((continuous_const.sub (hc.pow 2)).pow 2))).div
      (continuous_const.add (continuous_const.mul (hc.pow 2))) hn)
    (fun x => by positivity)
    (((Real.continuous_arctan.tendsto _).comp ((l.const_mul (depth v)).div_const v)).sub
      (l.const_mul (v * depth v)))
    (((Real.continuous_arctan.tendsto _).comp ((r.const_mul (depth v)).div_const v)).sub
      (r.const_mul (v * depth v)))
  have ha : Real.arccos v = Real.arctan (depth v / v) := Real.arccos_eq_arctan h0
  have hm : Real.arctan (depth v * (-1) / v) = -Real.arctan (depth v / v) := by
    rw [← Real.arctan_neg]
    congr 1
    ring
  rw [hd]
  refine ⟨key.1, key.2.trans ?_⟩
  rw [hm, ha, mul_one (depth v)]
  ring

/-- Along the soliton family `dP/dv = -4 b` and `dE/dv = v dP/dv`, for `0 < v < 1`. -/
theorem energy_momentum_relation {v : ℝ} (h0 : 0 < v) (h1 : v < 1) (t : ℝ) :
    HasDerivAt (fun u => ∫ x, momentumDensity (soliton u t) x) (-4 * depth v) v ∧
    HasDerivAt (fun u => ∫ x, energyDensity (soliton u t) x) (v * (-4 * depth v)) v := by
  obtain ⟨hp, hb⟩ := depth_spec (abs_lt.2 ⟨by linarith, h1⟩ : |v| < 1)
  have hi : (depth v)⁻¹ * depth v = 1 := inv_mul_cancel₀ hp.ne'
  have hs : HasDerivAt (fun u : ℝ => 1 - u ^ 2) (-(2 * v)) v := by
    have h := ((hasDerivAt_id' v).fun_mul (hasDerivAt_id' v)).const_sub 1
    have e : (fun u : ℝ => 1 - u ^ 2) = fun u => 1 - u * u := funext fun u => by ring
    rw [e]
    exact h.congr_deriv (by ring)
  have hne : 1 - v ^ 2 ≠ 0 := by
    rw [← hb]
    positivity
  have hd : HasDerivAt depth (-(2 * v) / (2 * depth v)) v := hs.sqrt hne
  have ha : HasDerivAt Real.arccos (-(1 / depth v)) v :=
    Real.hasDerivAt_arccos (by linarith) h1.ne
  have near : ∀ᶠ u in 𝓝 v, 0 < u ∧ u < 1 := Ioo_mem_nhds h0 h1
  constructor
  · have h := (ha.const_mul 2).fun_sub (((hasDerivAt_id' v).fun_mul hd).const_mul 2)
    refine (h.congr_of_eventuallyEq ?_).congr_deriv ?_
    · filter_upwards [near] with u hu
      exact (soliton_momentum hu.1 hu.2 t).2
    · linear_combination (2 * (depth v)⁻¹) * hb - 2 * depth v * hi
  · have h := ((hd.fun_mul hd).fun_mul hd).const_mul (4 / 3)
    refine (h.congr_of_eventuallyEq ?_).congr_deriv ?_
    · filter_upwards [near] with u hu
      rw [(soliton_energy (abs_lt.2 ⟨by linarith [hu.1], hu.2⟩) t).2]
      ring
    · linear_combination (-4 * v * depth v) * hi

end

end GreySolitonEnergy
```

```lean
#print axioms GreySolitonEnergy.soliton_tendsto
#print axioms GreySolitonEnergy.soliton_energy
#print axioms GreySolitonEnergy.energy_momentum_relation
```

```
'GreySolitonEnergy.soliton_tendsto' depends on axioms: [propext, Classical.choice, Quot.sound]
'GreySolitonEnergy.soliton_energy' depends on axioms: [propext, Classical.choice, Quot.sound]
'GreySolitonEnergy.energy_momentum_relation' depends on axioms: [propext, Classical.choice, Quot.sound]
```

## Scope of the theorems and how they are proved

`depth`, `profile` and `soliton` are $b$, $T$ and $\psi$. The two densities are defined for any field `ψ : ℝ → ℂ`, with `deriv` taken in $x$ at fixed $t$. The far fields are limits along `atBot` and `atTop`, and the integrals run over the whole real line.

The field is given by its formula; that it solves the Gross–Pitaevskii equation is not proved here. The momentum results leave out $v=0$, where the field has a zero, and negative $v$. Finite boxes, discretisation errors and stability are not treated.

`profile_hasDerivAt` and `profile_tendsto` supply the slope and limits of $T$; `soliton_tendsto` carries the limits over to the field. `soliton_local` gives $\psi'$ and $|\psi|^2$, from which `equipartition` follows by substituting $v^2=1-b^2$. `soliton_energy` and `soliton_momentum` rewrite their densities in $T$, check the primitives above and insert the limits. `energy_momentum_relation` differentiates the closed forms. They replace the integrals only for velocities near $v$, which is enough for a derivative.

The proof turns on `integral_of_primitive`. Mathlib's `integral_of_hasDerivAt_of_tendsto` evaluates an integral from the limits of a primitive $F$, but needs integrability first. That comes from `integrable_of_intervalIntegral_norm_tendsto`, which asks that the integrals of $|f|$ over $[-r,r]$ converge. For $f\ge0$ the absolute value disappears, and each integral is $F(r)-F(-r)$, which has a limit. A density that changes sign could have such a limit without being integrable. Here the energy density is a square times $b^4$, and the momentum density is nonnegative because $v>0$.
